# Opposite-Spin Two-Body Matrix Elements Between Seniority-Zero States Reduce to Two Two-Index Arrays

A doubly occupied configuration interaction (DOCI) program, whose wavefunction contains only empty and doubly occupied orbitals, can store the opposite-spin two-body density matrix of $N$ orbitals as two $N\times N$ arrays instead of $N^4$ numbers. All other elements vanish.

Let $a_i$ annihilate an electron in spin orbital $i=(p,\sigma)$, let $c_i=a_i^\dagger$, and let $n_i=c_ia_i$. A state $v$ has seniority zero if $n_{p\uparrow}v=n_{p\downarrow}v$ for every orbital $p$. For two such states $v,w$:

- $\langle v,c_ia_jw\rangle=0$ whenever $i\neq j$;
- $\langle v,c_{p\uparrow}c_{q\downarrow}a_{s\downarrow}a_{r\uparrow}w\rangle=0$ unless $p=q$ and $r=s$, or $p=r$ and $q=s$.

Density matrices are the case $v=w$, divided by $\langle v,v\rangle$ if $v$ is not normalised.

## Counting the spin imbalance of each orbital

The anticommutation relations are $\{a_i,a_j\}=0$ and $\{a_i,c_j\}=\delta_{ij}$. Adding and subtracting $c_ic_ja_i$ gives

$$[n_i,c_j]=c_i\{a_i,c_j\}-\{c_i,c_j\}a_i=\delta_{ij}c_j,$$

and in the same way

$$[n_i,a_j]=c_i\{a_i,a_j\}-\{a_j,c_i\}a_i=-\delta_{ij}a_j.$$

Define $D_k=n_{k\uparrow}-n_{k\downarrow}$. It is Hermitian, and $D_kv=D_kw=0$. If $[D_k,X]=mX$, then

$$m\langle v,Xw\rangle=\langle D_kv,Xw\rangle-\langle v,XD_kw\rangle=0,$$

so $\langle v,Xw\rangle=0$ when $m\neq0$. Since $[D,XY]=[D,X]Y+X[D,Y]$, the values of $m$ add over a product.

For $X=c_ia_j$ with $i\ne j$, take $k$ to be the orbital of $i$. Then $m=\pm1$ if $j$ lies in another orbital, and $m=\pm2$ if it is the opposite spin in the same one.

For the two-body operator,

$$m_k=\delta_{kp}-\delta_{kq}+\delta_{ks}-\delta_{kr}.$$

Outside the two allowed patterns, some $m_k$ is nonzero:

- If $p=q$, then $r\neq s$, and $m_s=1$.
- If $p\neq q$ and $p=r$, then $q\neq s$, and $m_s=1$.
- If $p$ differs from both $q$ and $r$, then $m_p=1+\delta_{ps}$, which is 1 or 2.

When $p=r$ and $q=s$, the operator is $c_{p\uparrow}n_{q\downarrow}a_{p\uparrow}=n_{p\uparrow}n_{q\downarrow}$. Acting on $w$, it equals $n_{p\uparrow}n_{q\uparrow}$.

## The two arrays in an energy evaluation

With $g_{pqrs}=\langle pq|rs\rangle$ in physicists' notation, the opposite-spin repulsion for a normalised state is

$$\sum_{p,r}\langle pp|rr\rangle P_{pr}+\sum_{p\neq q}\langle pq|pq\rangle\Delta_{pq},$$

where $P_{pr}=\langle c_{p\uparrow}c_{p\downarrow}a_{r\downarrow}a_{r\uparrow}\rangle$ and $\Delta_{pq}=\langle n_{p\uparrow}n_{q\uparrow}\rangle$. A program loops over two indices in each sum. The restriction $p\neq q$ prevents the element with all four indices equal from being counted twice.

## Operators and states as matrices and vectors

```lean
import Mathlib

open Matrix

namespace SeniorityZeroPairMatrix

noncomputable section

variable {κ ι n : Type*} [DecidableEq κ] [DecidableEq ι] [Fintype n] [DecidableEq n]
```

The state space is finite-dimensional, with basis labels `n`. Modes have labels in `κ`; orbitals have labels in `ι`.

```lean
/-- The canonical anticommutation relations for annihilators `a i`, whose creators are the
conjugate transposes. -/
structure IsCAR (a : κ → Matrix n n ℂ) : Prop where
  anti : ∀ i j, a i * a j + a j * a i = 0
  mixed : ∀ i j, a i * (a j)ᴴ + (a j)ᴴ * a i = if i = j then 1 else 0
```

The superscript `ᴴ` is the conjugate transpose, so creators are adjoints by construction. The right-hand side of `mixed` encodes orthonormal spin orbitals.

```lean
/-- The number operator of the mode `i`. -/
def num (a : κ → Matrix n n ℂ) (i : κ) : Matrix n n ℂ := (a i)ᴴ * a i

/-- The matrix element `⟨v, X w⟩`. -/
def element (v : n → ℂ) (X : Matrix n n ℂ) (w : n → ℂ) : ℂ := star v ⬝ᵥ (X *ᵥ w)
```

The bra is conjugated, and neither vector has to be normalised.

```lean
/-- In a seniority-zero state the spin-up (`true`) and spin-down (`false`) number operators
of each orbital act equally. -/
def SeniorityZero (a : ι × Bool → Matrix n n ℂ) (v : n → ℂ) : Prop :=
  ∀ p, num a (p, true) *ᵥ v = num a (p, false) *ᵥ v
```

Spin up is `true`. This condition is assumed of the states; it is not derived from a Hamiltonian, and an exact molecular ground state generally violates it.

```lean
/-- The spin imbalance `n_k↑ - n_k↓` of the orbital `k`. -/
def imbalance (a : ι × Bool → Matrix n n ℂ) (k : ι) : Matrix n n ℂ :=
  num a (k, true) - num a (k, false)

/-- The operator `X` changes the value of `D` by `m`: `[D, X] = m X`. -/
def Shifts (D X : Matrix n n ℂ) (m : ℂ) : Prop := D * X - X * D = m • X

/-- The spin imbalance of orbital `k` carried by one electron in the spin orbital `i`. -/
def weight (k : ι) (i : ι × Bool) : ℂ :=
  (if (k, true) = i then 1 else 0) - (if (k, false) = i then 1 else 0)
```

Thus `weight k i` is $+1$ or $-1$ for an up or down electron in orbital $k$, and zero for any other orbital.

```lean
/-- The opposite-spin two-body operator `c_p↑ c_q↓ a_s↓ a_r↑`. -/
def twoBody (a : ι × Bool → Matrix n n ℂ) (p q r s : ι) : Matrix n n ℂ :=
  (a (p, true))ᴴ * (a (q, false))ᴴ * a (s, false) * a (r, true)
```

## Commutators and their addition

The next two proofs establish the commutators above. In each, `noncomm_ring` checks the rearrangement into anticommutators, which the relations then evaluate.

```lean
/-- A number operator is shifted by one by the creator of its own mode and by zero by the
creators of other modes. -/
theorem number_creator {a : κ → Matrix n n ℂ} (h : IsCAR a) (i j : κ) :
    Shifts (num a i) (a j)ᴴ (if i = j then 1 else 0) := by
  have hc : (a i)ᴴ * (a j)ᴴ + (a j)ᴴ * (a i)ᴴ = 0 := by
    simpa only [conjTranspose_add, conjTranspose_mul, conjTranspose_zero] using
      congrArg conjTranspose (h.anti j i)
  have e : num a i * (a j)ᴴ - (a j)ᴴ * num a i =
      (a i)ᴴ * (a i * (a j)ᴴ + (a j)ᴴ * a i)
        - ((a i)ᴴ * (a j)ᴴ + (a j)ᴴ * (a i)ᴴ) * a i := by
    unfold num
    noncomm_ring
  unfold Shifts
  rw [e, hc, h.mixed]
  by_cases hij : i = j
  · subst hij; simp
  · simp [hij]

/-- A number operator is shifted by minus one by the annihilator of its own mode and by zero
by the annihilators of other modes. -/
theorem number_annihilator {a : κ → Matrix n n ℂ} (h : IsCAR a) (i j : κ) :
    Shifts (num a i) (a j) (-(if i = j then 1 else 0)) := by
  have e : num a i * a j - a j * num a i =
      (a i)ᴴ * (a i * a j + a j * a i) - (a j * (a i)ᴴ + (a i)ᴴ * a j) * a i := by
    unfold num
    noncomm_ring
  unfold Shifts
  rw [e, h.anti, h.mixed]
  by_cases hij : i = j
  · subst hij; simp
  · simp [hij, Ne.symm hij]
```

The product rule is the device on which the argument turns.

```lean
omit [DecidableEq n] in
/-- The shifts of a product of operators add up. -/
theorem Shifts.mul {D X Y : Matrix n n ℂ} {m m' : ℂ} (hX : Shifts D X m)
    (hY : Shifts D Y m') : Shifts D (X * Y) (m + m') := by
  unfold Shifts at *
  have e : D * (X * Y) - X * Y * D = (D * X - X * D) * Y + X * (D * Y - Y * D) := by
    simp only [sub_mul, mul_sub, mul_assoc]
    abel
  rw [e, hX, hY, Matrix.smul_mul, Matrix.mul_smul, add_smul]
```

Because $m$ and $m'$ are implicit arguments, chaining `.mul` builds an operator string and its total shift together. Lean reads the sum off the chain, leaving only the question of whether that number is nonzero. This is why the two-body proof below states its sum in the form `+ -weight`, matching the shifts of the annihilators.

Subtracting the spin-down commutator from the spin-up one gives the shifts of $D_k$.

```lean
theorem imbalance_creator {a : ι × Bool → Matrix n n ℂ} (h : IsCAR a) (k : ι)
    (i : ι × Bool) : Shifts (imbalance a k) (a i)ᴴ (weight k i) := by
  have h1 := number_creator h (k, true) i
  have h2 := number_creator h (k, false) i
  unfold Shifts at *
  rw [weight, sub_smul, ← h1, ← h2, imbalance, sub_mul, mul_sub]
  abel

theorem imbalance_annihilator {a : ι × Bool → Matrix n n ℂ} (h : IsCAR a) (k : ι)
    (i : ι × Bool) : Shifts (imbalance a k) (a i) (-weight k i) := by
  have h1 := number_annihilator h (k, true) i
  have h2 := number_annihilator h (k, false) i
  unfold Shifts at *
  rw [weight, neg_sub', sub_smul, ← h1, ← h2, imbalance, sub_mul, mul_sub]
  abel
```

## The selection rule and the surviving elements

In the next proof, `kill` is $D_ku=0$ for a seniority-zero $u$, `herm` is Hermiticity, and `hbra` moves the annihilation to the bra. The last lines divide out $m\neq0$.

```lean
omit [DecidableEq ι] [DecidableEq n] in
/-- Selection rule: an operator that shifts the spin imbalance of some orbital by a definite nonzero
amount, in the sense of `Shifts`, has no matrix element between seniority-zero states. -/
theorem selection_rule {a : ι × Bool → Matrix n n ℂ} {v w : n → ℂ}
    (hv : SeniorityZero a v) (hw : SeniorityZero a w) {k : ι} {X : Matrix n n ℂ} {m : ℂ}
    (hX : Shifts (imbalance a k) X m) (hm : m ≠ 0) : element v X w = 0 := by
  have kill : ∀ u, SeniorityZero a u → imbalance a k *ᵥ u = 0 := fun u hu => by
    rw [imbalance, Matrix.sub_mulVec, hu k, sub_self]
  have herm : (imbalance a k)ᴴ = imbalance a k := by
    simp [imbalance, num, conjTranspose_sub, conjTranspose_mul]
  -- the imbalance also annihilates the bra
  have hbra : star v ᵥ* imbalance a k = 0 := by
    have := Matrix.star_mulVec (imbalance a k) v
    rw [kill v hv, herm, star_zero] at this
    exact this.symm
  have e : star v ⬝ᵥ ((imbalance a k * X - X * imbalance a k) *ᵥ w) = 0 := by
    rw [Matrix.sub_mulVec, ← Matrix.mulVec_mulVec, ← Matrix.mulVec_mulVec, kill w hw,
      Matrix.mulVec_zero, sub_zero, Matrix.dotProduct_mulVec, hbra, zero_dotProduct]
  unfold Shifts at hX
  rw [hX, Matrix.smul_mulVec, dotProduct_smul, smul_eq_mul] at e
  exact (mul_eq_zero.mp e).resolve_left hm
```

For the one-body matrix, `i.1` selects the orbital of $i$, and the case split runs over equal or different orbitals and both spins.

```lean
/-- Between seniority-zero states the one-body matrix is diagonal in the spin orbitals. -/
theorem one_body_diagonal {a : ι × Bool → Matrix n n ℂ} (h : IsCAR a) {v w : n → ℂ}
    (hv : SeniorityZero a v) (hw : SeniorityZero a w) {i j : ι × Bool} (hij : i ≠ j) :
    element v ((a i)ᴴ * a j) w = 0 := by
  refine selection_rule hv hw
    ((imbalance_creator h i.1 i).mul (imbalance_annihilator h i.1 j)) ?_
  obtain ⟨p, σ⟩ := i
  obtain ⟨q, τ⟩ := j
  by_cases hpq : p = q
  · subst hpq
    cases σ <;> cases τ <;> simp [weight] at hij ⊢
  · cases σ <;> cases τ <;> simp [weight, hpq]
```

The statement `key` below finds the orbital whose imbalance changes, using the three cases worked out above.

```lean
/-- Between seniority-zero states `⟨v, c_p↑ c_q↓ a_s↓ a_r↑ w⟩` vanishes unless `p = q` and
`r = s`, or `p = r` and `q = s`. -/
theorem two_body_sparse {a : ι × Bool → Matrix n n ℂ} (h : IsCAR a) {v w : n → ℂ}
    (hv : SeniorityZero a v) (hw : SeniorityZero a w) {p q r s : ι}
    (h1 : ¬(p = q ∧ r = s)) (h2 : ¬(p = r ∧ q = s)) :
    element v (twoBody a p q r s) w = 0 := by
  -- some orbital changes its spin imbalance
  have key : ∃ k, weight k (p, true) + weight k (q, false) + -weight k (s, false)
      + -weight k (r, true) ≠ 0 := by
    by_cases hpq : p = q
    · subst hpq
      have hrs : ¬ s = r := fun e => h1 ⟨rfl, e.symm⟩
      exact ⟨s, by simp [weight, hrs]⟩
    · by_cases hpr : p = r
      · subst hpr
        have hqs : ¬ s = q := fun e => h2 ⟨rfl, e.symm⟩
        refine ⟨s, ?_⟩
        by_cases hsp : s = p <;> simp [weight, hsp, hqs, hpq]
      · refine ⟨p, ?_⟩
        by_cases hps : p = s <;> simp [weight, hps, hpq, hpr]
        simp_all
  obtain ⟨k, hk⟩ := key
  exact selection_rule hv hw ((((imbalance_creator h k _).mul (imbalance_creator h k _)).mul
    (imbalance_annihilator h k _)).mul (imbalance_annihilator h k _)) hk
```

The density elements require only the ket to have seniority zero. The proof commutes $n_{q\downarrow}$ past $a_{p\uparrow}$, then replaces it by $n_{q\uparrow}$ on $w$.

```lean
/-- For a seniority-zero ket `w`, the two-body elements with `p = r` and `q = s` are the density
correlations `⟨v, n_p↑ n_q↑ w⟩`. -/
theorem two_body_density {a : ι × Bool → Matrix n n ℂ} (h : IsCAR a) (v : n → ℂ) {w : n → ℂ}
    (hw : SeniorityZero a w) (p q : ι) :
    element v (twoBody a p q p q) w = element v (num a (p, true) * num a (q, true)) w := by
  have comm : num a (q, false) * a (p, true) = a (p, true) * num a (q, false) := by
    have e := number_annihilator h (q, false) (p, true)
    unfold Shifts at e
    apply sub_eq_zero.mp
    rw [e]
    simp
  have e : twoBody a p q p q = num a (p, true) * num a (q, false) := by
    calc twoBody a p q p q = (a (p, true))ᴴ * (num a (q, false) * a (p, true)) := by
          simp only [twoBody, num, mul_assoc]
      _ = (a (p, true))ᴴ * (a (p, true) * num a (q, false)) := by rw [comm]
      _ = num a (p, true) * num a (q, false) := by simp only [num, mul_assoc]
  unfold element
  rw [e, ← Matrix.mulVec_mulVec, ← hw q, Matrix.mulVec_mulVec]
```

For finitely many orbitals, the full sum now collapses for arbitrary coefficients `g`. The auxiliary statement `split` writes each term as a pair-transfer part plus a density part, each guarded by index equalities that eliminate two summations. Same-spin interactions are not treated.

```lean
/-- Between seniority-zero states an opposite-spin interaction with arbitrary coefficients `g`
reduces to a pair-transfer sum and a density-density sum over distinct orbitals. -/
theorem interaction_reduces [Fintype ι] {a : ι × Bool → Matrix n n ℂ} (h : IsCAR a)
    {v w : n → ℂ} (hv : SeniorityZero a v) (hw : SeniorityZero a w) (g : ι → ι → ι → ι → ℂ) :
    ∑ p, ∑ q, ∑ r, ∑ s, g p q r s * element v (twoBody a p q r s) w =
      (∑ p, ∑ r, g p p r r * element v (twoBody a p p r r) w) +
      ∑ p, ∑ q, if q = p then 0 else
        g p q p q * element v (num a (p, true) * num a (q, true)) w := by
  have split : ∀ p q r s, g p q r s * element v (twoBody a p q r s) w =
      (if s = r then if q = p then g p p r r * element v (twoBody a p p r r) w else 0 else 0) +
      (if s = q then if r = p then if q = p then 0 else
        g p q p q * element v (num a (p, true) * num a (q, true)) w else 0 else 0) := by
    intro p q r s
    by_cases h1 : p = q ∧ r = s
    · obtain ⟨rfl, rfl⟩ := h1
      simp
    · by_cases h2 : p = r ∧ q = s
      · obtain ⟨rfl, rfl⟩ := h2
        have hqp : ¬ q = p := fun e => h1 ⟨e.symm, e.symm⟩
        simp [hqp, two_body_density h v hw]
      · rw [two_body_sparse h hv hw h1 h2, mul_zero]
        split_ifs <;> simp_all
  -- apply the splitting once to every term, then collapse the sums
  refine Eq.trans (Finset.sum_congr rfl fun p _ => Finset.sum_congr rfl fun q _ =>
    Finset.sum_congr rfl fun r _ => Finset.sum_congr rfl fun s _ => split p q r s) ?_
  simp only [Finset.sum_add_distrib]
  congr 1
  · refine Finset.sum_congr rfl fun p _ => ?_
    rw [Finset.sum_comm]
    simp
  · simp
```

## A pair shared by two orbitals

A concrete model can be built one mode at a time. The first block of the doubled space has the new mode empty, the second has it occupied, and the minus sign on the old annihilators in the second block supplies the fermionic sign.

```lean
/-- Adds one fermionic mode `none` to a family of annihilators, doubling the state space. -/
def addMode (a : κ → Matrix n n ℂ) : Option κ → Matrix (n ⊕ n) (n ⊕ n) ℂ
  | none => fromBlocks 0 1 0 0
  | some i => fromBlocks (a i) 0 0 (-a i)
```

The anticommutation relations survive each step by block multiplication.

```lean
/-- Adding a mode preserves the canonical anticommutation relations. -/
theorem isCAR_addMode {a : κ → Matrix n n ℂ} (h : IsCAR a) : IsCAR (addMode a) := by
  have z : fromBlocks (0 : Matrix n n ℂ) (0 : Matrix n n ℂ) (0 : Matrix n n ℂ)
      (0 : Matrix n n ℂ) = 0 := by
    ext (i | i) (j | j) <;> rfl
  constructor
  · rintro (_ | i) (_ | j) <;>
      simp [addMode, fromBlocks_multiply, fromBlocks_add, z, h.anti]
  · rintro (_ | i) (_ | j)
    · simp [addMode, fromBlocks_multiply, fromBlocks_add, fromBlocks_conjTranspose]
    · simp [addMode, fromBlocks_multiply, fromBlocks_add, fromBlocks_conjTranspose, z]
    · simp [addMode, fromBlocks_multiply, fromBlocks_add, fromBlocks_conjTranspose, z]
    · by_cases hij : i = j
      · subst hij
        simp [addMode, fromBlocks_multiply, fromBlocks_add, fromBlocks_conjTranspose, h.mixed]
      · simp [addMode, fromBlocks_multiply, fromBlocks_add, fromBlocks_conjTranspose, h.mixed,
          hij, z]
```

Four additions, starting from a one-dimensional space without modes, give two orbitals with spin and sixteen basis states.

```lean
/-- Two copies of a set of basis states. -/
abbrev Double (m : Type) := m ⊕ m

/-- The four modes that serve as the spin orbitals of two orbitals. -/
def label : Fin 2 × Bool → Option (Option (Option (Option Empty)))
  | (0, true) => none
  | (0, false) => some none
  | (1, true) => some (some none)
  | (1, false) => some (some (some none))

/-- Annihilators of two orbitals with spin on the sixteen-dimensional Fock space. -/
def twoOrbitals (i : Fin 2 × Bool) :
    Matrix (Double (Double (Double (Double Unit)))) (Double (Double (Double (Double Unit)))) ℂ :=
  addMode (addMode (addMode (addMode (fun e : Empty => (e.elim : Matrix Unit Unit ℂ))))) (label i)
```

The vector `pairState` has entry 1 for the pair in either orbital and 0 elsewhere; the normalised state has amplitudes $1/\sqrt2$.

```lean
/-- The superposition of one electron pair in either of two orbitals. -/
def pairState : Double (Double (Double (Double Unit))) → ℂ :=
  Sum.elim (Sum.elim (Sum.elim 0 (Sum.elim 0 1)) 0) (Sum.elim 0 (Sum.elim (Sum.elim 1 0) 0))
```

The final theorem verifies the relations, the seniority-zero condition and that the vector is nonzero. The injectivity of `label` ensures that different spin orbitals are different modes.

```lean
/-- The two-orbital annihilators obey the anticommutation relations, and `pairState` is a
nonzero seniority-zero state for them. -/
theorem seniorityZero_witness :
    IsCAR twoOrbitals ∧ SeniorityZero twoOrbitals pairState ∧ pairState ≠ 0 := by
  have h0 : IsCAR (fun e : Empty => (e.elim : Matrix Unit Unit ℂ)) :=
    ⟨fun i => i.elim, fun i => i.elim⟩
  have h4 := isCAR_addMode (isCAR_addMode (isCAR_addMode (isCAR_addMode h0)))
  have inj : Function.Injective label := by decide
  refine ⟨⟨fun i j => h4.anti _ _, fun i j => ?_⟩, fun p => ?_, fun h => ?_⟩
  · have e := h4.mixed (label i) (label j)
    simp only [inj.eq_iff] at e
    exact e
  · fin_cases p <;>
      simp [num, twoOrbitals, label, addMode, pairState, fromBlocks_multiply,
        fromBlocks_conjTranspose, fromBlocks_mulVec]
  · have e := congrFun h (Sum.inr (Sum.inr (Sum.inl (Sum.inl ()))))
    simp [pairState] at e

end

end SeniorityZeroPairMatrix
```

```lean
#print axioms SeniorityZeroPairMatrix.one_body_diagonal
#print axioms SeniorityZeroPairMatrix.interaction_reduces
```

```
'SeniorityZeroPairMatrix.one_body_diagonal' depends on axioms: [propext, Classical.choice, Quot.sound]
'SeniorityZeroPairMatrix.interaction_reduces' depends on axioms: [propext, Classical.choice, Quot.sound]
```
